# Started at b = 0, gradient descent on the energy of f cosh(bh) never moves, even where the curvature is negative

An exponent optimisation needs a starting value, and its convergence test often looks at the energy gradient. Suppose that the trial function is of Kołos–Wolniewicz type, a fixed function times $\cosh(bh)$, that $b$ is the only parameter being optimised, and that the run starts from the James–Coolidge form, $b=0$, where the factor $\cosh(bh)$ is 1. The gradient test then passes at the first step, whether or not a better exponent lies nearby. The second derivative at $b=0$, when it isn't zero, tells the two cases apart, and it needs only quantities available at $b=0$.

## Zero gradient and a computable curvature at b = 0

Let $H$ be a real symmetric matrix on a finite grid, $f$ a nonzero real grid function and $h$ any real grid function. For two electrons in spheroidal coordinates, $h=\eta_1-\eta_2$ is an example. Write $\langle u,v\rangle=\sum_i u_iv_i$ and

$$\psi_b=f\cosh(bh),\qquad E(b)=\frac{\langle\psi_b,H\psi_b\rangle}{\langle\psi_b,\psi_b\rangle}.$$

Then

$$E'(0)=0,\qquad E''(0)=\frac{2\langle h^2f,(H-E(0))f\rangle}{\langle f,f\rangle}.$$

Gradient descent from $b=0$ stays there for every choice of step sizes. If $E''(0)<0$, every sufficiently small nonzero $b$ of either sign gives an energy strictly below $E(0)$.

## The convergence test that passes too early

A code that accepts a small gradient as convergence will accept $b=0$ for every $H$, $f$ and $h$ in this one-parameter, finite-grid model. Estimating the gradient at $b=0$ by a central difference doesn't help, because $E(-b)=E(b)$ makes this estimate zero as well.

The curvature costs one product $Hf$ and a few dot products. If it is negative, the run should start from a small nonzero $b$. If it is positive, $b=0$ is a strict local minimum, by the usual second-derivative test. If it is zero, the second derivative doesn't decide.

## Differentiating the Rayleigh quotient twice

Primes denote derivatives with respect to $b$, and the subscript on $\psi_b$ is dropped. Pointwise,

$$\psi'=fh\sinh(bh),\qquad \psi''=fh^2\cosh(bh).$$

Let $N=\langle\psi,\psi\rangle$ and $A=\langle\psi,H\psi\rangle$. Some $f_i$ is nonzero and $\cosh$ is positive, so $N>0$ at every $b$. The product rule gives $N'=2\langle\psi',\psi\rangle$ and

$$A'=\langle\psi',H\psi\rangle+\langle\psi,H\psi'\rangle=2\langle\psi',H\psi\rangle,$$

where the last equality uses the symmetry of $H$. Since $E=A/N$,

$$E'=\frac{A'N-AN'}{N^2}=\frac{A'-EN'}{N}=\frac{2\langle\psi',(H-E)\psi\rangle}{N}.$$

At $b=0$ we have $\sinh 0=0$, hence $\psi'=0$ and $E'(0)=0$.

For the second derivative, put $r=(H-E)\psi$ and $G=2\langle\psi',r\rangle$, so that $E'=G/N$. Then

$$G'=2\langle\psi'',r\rangle+2\langle\psi',r'\rangle,\qquad r'=H\psi'-E'\psi-E\psi'.$$

At $b=0$ the second term of $G'$ vanishes with $\psi'$, and $\psi''=h^2f$. Also $G(0)=0$, so the quotient rule leaves

$$E''(0)=\frac{G'(0)}{N(0)}=\frac{2\langle h^2f,(H-E(0))f\rangle}{\langle f,f\rangle}.$$

The term to watch is the one with $\psi''$. A second derivative assembled from first-order tangents alone, $2\langle\psi',(H-E)\psi'\rangle/N$, is zero at $b=0$ and misses the whole curvature.

Descent with step sizes $\eta_k$ (numbers chosen by the user, not the spheroidal coordinates above) follows $b_{k+1}=b_k-\eta_kE'(b_k)$ with $b_0=0$. If $b_k=0$, then $b_{k+1}=0-\eta_k\cdot 0=0$, and induction covers all steps.

Now let $E''(0)<0$. Because $E'(0)=0$, the quotient $E'(c)/c$ tends to $E''(0)$ as $c\to0$. So there is a $\delta>0$ with $E'(c)<0$ for $0<c<\delta$. For $0<|b|<\delta$ the mean value theorem supplies a $c$ between 0 and $|b|$ with

$$E(|b|)-E(0)=|b|\,E'(c)<0,$$

and $E(b)=E(|b|)$ because $\cosh$ is even.

## The complete Lean file

```lean
import Mathlib

open Matrix

namespace KolosWolniewiczExponent

noncomputable section

variable {n : Type*} [Fintype n]

/-- The Rayleigh quotient of `H` in the state `u`, for `u ≠ 0`. -/
def rayleigh (H : Matrix n n ℝ) (u : n → ℝ) : ℝ := (u ⬝ᵥ H *ᵥ u) / (u ⬝ᵥ u)

/-- The trial function `f cosh(b h)` on the grid. -/
def trial (f h : n → ℝ) (b : ℝ) : n → ℝ := fun i => f i * Real.cosh (b * h i)

/-- The tangent `f h sinh(b h)` of the trial function with respect to the exponent. -/
def tangent (f h : n → ℝ) (b : ℝ) : n → ℝ :=
  fun i => f i * (Real.sinh (b * h i) * h i)

/-- The energy `E(b)` of the trial function with exponent `b`, for `f ≠ 0`. -/
def energy (H : Matrix n n ℝ) (f h : n → ℝ) (b : ℝ) : ℝ := rayleigh H (trial f h b)

/-- The expression `2⟨ψ', (H - E)ψ⟩/⟨ψ, ψ⟩` at exponent `b`, which is the energy gradient for
symmetric `H` and `f ≠ 0`. -/
def gradient (H : Matrix n n ℝ) (f h : n → ℝ) (b : ℝ) : ℝ :=
  2 * (tangent f h b ⬝ᵥ (H *ᵥ trial f h b - energy H f h b • trial f h b)) /
    (trial f h b ⬝ᵥ trial f h b)

/-- The quantity `2⟨h² f, (H - E(0)) f⟩/⟨f, f⟩`, for `f ≠ 0`. -/
def curvature (H : Matrix n n ℝ) (f h : n → ℝ) : ℝ :=
  2 * ((fun i => h i ^ 2 * f i) ⬝ᵥ (H *ᵥ f - rayleigh H f • f)) / (f ⬝ᵥ f)

/-- Gradient descent for the exponent, started at `b = 0`, with step size `η k` in step `k`. -/
def descent (H : Matrix n n ℝ) (f h : n → ℝ) (η : ℕ → ℝ) : ℕ → ℝ
  | 0 => 0
  | k + 1 => descent H f h η k - η k * deriv (energy H f h) (descent H f h η k)

omit [Fintype n] in
/-- At zero exponent the trial function is `f`. -/
theorem trial_zero (f h : n → ℝ) : trial f h 0 = f := by
  ext i
  simp [trial]

/-- For nonzero `f` the trial function has positive squared norm at every exponent. -/
theorem trial_norm_pos {f : n → ℝ} (hf : f ≠ 0) (h : n → ℝ) (b : ℝ) :
    0 < trial f h b ⬝ᵥ trial f h b := by
  obtain ⟨i, hi⟩ := Function.ne_iff.mp hf
  have hi' : trial f h b i ≠ 0 := mul_ne_zero hi (Real.cosh_pos (b * h i)).ne'
  exact Finset.sum_pos' (fun j _ => mul_self_nonneg _)
    ⟨i, Finset.mem_univ i, mul_self_pos.mpr hi'⟩

private theorem hasDerivAt_dot {u v : ℝ → n → ℝ} {u' v' : n → ℝ} {b : ℝ}
    (hu : ∀ i, HasDerivAt (fun t => u t i) (u' i) b)
    (hv : ∀ i, HasDerivAt (fun t => v t i) (v' i) b) :
    HasDerivAt (fun t => u t ⬝ᵥ v t) (u' ⬝ᵥ v b + u b ⬝ᵥ v') b := by
  have key : HasDerivAt (fun t => ∑ i, u t i * v t i)
      (∑ i, (u' i * v b i + u b i * v' i)) b :=
    HasDerivAt.fun_sum fun i _ => (hu i).fun_mul (hv i)
  simpa only [dotProduct, Finset.sum_add_distrib] using key

private theorem hasDerivAt_mulVec (H : Matrix n n ℝ) {u : ℝ → n → ℝ} {u' : n → ℝ} {b : ℝ}
    (hu : ∀ i, HasDerivAt (fun t => u t i) (u' i) b) (i : n) :
    HasDerivAt (fun t => (H *ᵥ u t) i) ((H *ᵥ u') i) b := by
  have key : HasDerivAt (fun t => ∑ j, H i j * u t j) (∑ j, H i j * u' j) b :=
    HasDerivAt.fun_sum fun j _ => (hu j).const_mul (H i j)
  exact key

omit [Fintype n] in
private theorem hasDerivAt_trial (f h : n → ℝ) (b : ℝ) (i : n) :
    HasDerivAt (fun t => trial f h t i) (tangent f h b i) b :=
  ((hasDerivAt_mul_const (h i)).cosh).const_mul (f i)

omit [Fintype n] in
private theorem hasDerivAt_tangent (f h : n → ℝ) (i : n) :
    HasDerivAt (fun t => tangent f h t i) (h i ^ 2 * f i) 0 := by
  have h1 : HasDerivAt (fun t : ℝ => t * h i) (h i) 0 := hasDerivAt_mul_const (h i)
  refine ((h1.sinh.mul_const (h i)).const_mul (f i)).congr_deriv ?_
  rw [zero_mul, Real.cosh_zero]
  ring

/-- For symmetric `H` and nonzero `f`, the derivative of the energy at any exponent is
`2⟨ψ', (H - E)ψ⟩/⟨ψ, ψ⟩`. -/
theorem energy_hasDerivAt {H : Matrix n n ℝ} (hH : H.IsSymm) {f : n → ℝ} (hf : f ≠ 0)
    (h : n → ℝ) (b : ℝ) : HasDerivAt (energy H f h) (gradient H f h b) b := by
  have ht := hasDerivAt_trial f h b
  have hne := (trial_norm_pos hf h b).ne'
  have hN := hasDerivAt_dot (u := trial f h) (v := trial f h) ht ht
  have hA := hasDerivAt_dot (u := trial f h) (v := fun t => H *ᵥ trial f h t) ht
    (hasDerivAt_mulVec H ht)
  -- symmetry of H merges the two halves of the numerator's derivative
  have hs : trial f h b ⬝ᵥ H *ᵥ tangent f h b = tangent f h b ⬝ᵥ H *ᵥ trial f h b := by
    rw [Matrix.dotProduct_mulVec, ← Matrix.mulVec_transpose, hH.eq, dotProduct_comm]
  refine (hA.fun_div hN hne).congr_deriv ?_
  simp only [gradient, energy, rayleigh, dotProduct_sub, dotProduct_smul, smul_eq_mul]
  rw [hs, dotProduct_comm (trial f h b) (tangent f h b)]
  field

/-- For symmetric `H` and nonzero `f`, the energy of `f cosh(b h)` has `E'(0) = 0` and
`E''(0) = 2⟨h² f, (H - E(0)) f⟩/⟨f, f⟩`. -/
theorem stationary_with_curvature {H : Matrix n n ℝ} (hH : H.IsSymm) {f : n → ℝ}
    (hf : f ≠ 0) (h : n → ℝ) :
    HasDerivAt (energy H f h) 0 0 ∧
      HasDerivAt (deriv (energy H f h)) (curvature H f h) 0 := by
  have hd : deriv (energy H f h) = gradient H f h :=
    funext fun b => (energy_hasDerivAt hH hf h b).deriv
  -- the tangent vanishes at zero exponent
  have s0 : tangent f h 0 = 0 := by
    ext i
    simp [tangent]
  have first : HasDerivAt (energy H f h) 0 0 := by
    refine (energy_hasDerivAt hH hf h 0).congr_deriv ?_
    simp [gradient, s0]
  refine ⟨first, ?_⟩
  have ht := hasDerivAt_trial f h 0
  have hne := (trial_norm_pos hf h 0).ne'
  have hne0 : f ⬝ᵥ f ≠ 0 := by simpa only [trial_zero] using hne
  -- differentiate the residual (H - E)ψ, then the gradient formula
  have hr : ∀ i, HasDerivAt
      (fun t => (H *ᵥ trial f h t - energy H f h t • trial f h t) i)
      ((fun j => (H *ᵥ tangent f h 0) j -
        (0 * trial f h 0 j + energy H f h 0 * tangent f h 0 j)) i) 0 :=
    fun i => (hasDerivAt_mulVec H ht i).fun_sub (first.fun_mul (ht i))
  have hG := hasDerivAt_dot (u := tangent f h) (u' := fun i => h i ^ 2 * f i)
    (v := fun t => H *ᵥ trial f h t - energy H f h t • trial f h t)
    (hasDerivAt_tangent f h) hr
  have hN := hasDerivAt_dot (u := trial f h) (v := trial f h) ht ht
  rw [hd]
  refine ((hG.const_mul 2).fun_div hN hne).congr_deriv ?_
  simp only [s0, trial_zero, zero_dotProduct, dotProduct_zero, add_zero, mul_zero,
    sub_zero, energy, curvature]
  field

/-- For symmetric `H` and nonzero `f`, gradient descent started at `b = 0` stays there
for any choice of step sizes. -/
theorem descent_stalls {H : Matrix n n ℝ} (hH : H.IsSymm) {f : n → ℝ} (hf : f ≠ 0)
    (h : n → ℝ) (η : ℕ → ℝ) (k : ℕ) : descent H f h η k = 0 := by
  induction k with
  | zero => rfl
  | succ k ih =>
    rw [descent, ih, (stationary_with_curvature hH hf h).1.deriv, mul_zero, sub_zero]

/-- The energy is an even function of the exponent. -/
theorem energy_neg (H : Matrix n n ℝ) (f h : n → ℝ) (b : ℝ) :
    energy H f h (-b) = energy H f h b := by
  have ht : trial f h (-b) = trial f h b := by
    ext i
    simp only [trial, neg_mul, Real.cosh_neg]
  simp only [energy, ht]

/-- For symmetric `H`, nonzero `f` and negative curvature, every sufficiently small nonzero
exponent of either sign gives an energy strictly below `E(0)`. -/
theorem energy_lowered {H : Matrix n n ℝ} (hH : H.IsSymm) {f : n → ℝ} (hf : f ≠ 0)
    (h : n → ℝ) (hc : curvature H f h < 0) :
    ∃ δ > 0, ∀ b : ℝ, 0 < |b| → |b| < δ → energy H f h b < energy H f h 0 := by
  obtain ⟨h1, h2⟩ := stationary_with_curvature hH hf h
  have ev := (hasDerivAt_iff_tendsto_slope.mp h2).eventually_lt_const hc
  rw [eventually_nhdsWithin_iff, Metric.eventually_nhds_iff] at ev
  obtain ⟨δ, hδ, hs⟩ := ev
  refine ⟨δ, hδ, fun b hb hbδ => ?_⟩
  -- mean value theorem on [0, |b|]
  obtain ⟨c, hcI, hceq⟩ := exists_hasDerivAt_eq_slope (energy H f h)
    (deriv (energy H f h)) hb
    (fun x _ => (energy_hasDerivAt hH hf h x).continuousAt.continuousWithinAt)
    (fun x _ => (energy_hasDerivAt hH hf h x).differentiableAt.hasDerivAt)
  have hdist : dist c 0 < δ := by
    rw [Real.dist_eq, sub_zero, abs_of_pos hcI.1]
    exact hcI.2.trans hbδ
  have hneg := hs hdist hcI.1.ne'
  simp only [slope_def_field, h1.deriv, sub_zero] at hneg hceq
  rw [div_lt_iff₀ hcI.1, zero_mul, hceq, div_lt_iff₀ hb, zero_mul] at hneg
  -- evenness transfers the result to negative exponents
  have habs : energy H f h |b| = energy H f h b := by
    rcases abs_choice b with e | e
    · rw [e]
    · rw [e, energy_neg]
  linarith

/-- On a two-point grid, the symmetric matrix with rows `(0, -1)` and `(-1, 1)`, the
nonzero function `f = (1, 1)` and `h = (1, 0)` have curvature `-1/2`. -/
theorem negative_curvature_witness :
    (!![0, -1; -1, 1] : Matrix (Fin 2) (Fin 2) ℝ).IsSymm ∧
      (![1, 1] : Fin 2 → ℝ) ≠ 0 ∧
      curvature !![0, -1; -1, 1] ![1, 1] ![1, 0] = -1 / 2 := by
  refine ⟨Matrix.IsSymm.ext fun i j => ?_, fun h0 => ?_, ?_⟩
  · fin_cases i <;> fin_cases j <;> rfl
  · simpa using congrFun h0 0
  · norm_num [curvature, rayleigh, Matrix.mulVec, dotProduct, Fin.sum_univ_two]

end

end KolosWolniewiczExponent
```

```lean
#print axioms KolosWolniewiczExponent.descent_stalls
#print axioms KolosWolniewiczExponent.energy_lowered
```

```
'KolosWolniewiczExponent.descent_stalls' depends on axioms: [propext, Classical.choice, Quot.sound]
'KolosWolniewiczExponent.energy_lowered' depends on axioms: [propext, Classical.choice, Quot.sound]
```

## What the theorems say about a grid calculation

The finite type `n` indexes the grid points, and a grid function is a map `n → ℝ`. The matrix `H` is the discretised Hamiltonian, and `H.IsSymm` says that it equals its transpose. The inner product is the plain dot product `⬝ᵥ`. With positive quadrature weights, the square roots of the weights can be absorbed into the grid functions and $H$ transformed to match; the factor $\cosh(bh)$ is unaffected.

The definitions `trial`, `tangent`, `energy`, `gradient` and `curvature` are $\psi_b$, $\psi'$, $E(b)$, the formula for $E'(b)$ and the formula for $E''(0)$. No normalisation of `f` is assumed, since each energy expression divides by the squared norm.

- `stationary_with_curvature` states both derivatives at zero. It uses `HasDerivAt`, which includes differentiability. The second half says that the function `deriv (energy H f h)` has derivative `curvature H f h` at 0.
- `descent_stalls` says that `descent H f h η k` is 0 for every step-size sequence `η` and every step `k`.
- `energy_lowered` assumes negative curvature and provides a `δ > 0` such that every `b` with `0 < |b|` and `|b| < δ` lowers the energy.
- `negative_curvature_witness` shows that negative curvature occurs. For $H$ with rows $(0,-1)$ and $(-1,1)$, $f=(1,1)$ and $h=(1,0)$, it gives $E''(0)=-1/2$. The energy here is $E(b)=(1-2\cosh b)/(1+\cosh^2 b)$, which starts at $-1/2$ and falls as $b$ leaves 0.

## How the lemmas carry the calculation

`trial_norm_pos` proves $N>0$, which the quotient rule needs. `hasDerivAt_dot` and `hasDerivAt_mulVec` are the product rule for dot products and the derivative of $H\psi$. `hasDerivAt_trial` gives $\psi'$ at every $b$, and `hasDerivAt_tangent` gives $\psi''$ at 0.

In `energy_hasDerivAt`, the step `hs` uses symmetry to merge the two halves of $A'$. The quotient rule `fun_div` then produces a derivative, and `field` identifies it with `gradient`.

In `stationary_with_curvature`, `s0` is the vanishing tangent, `hr` differentiates the residual $r$, and `hG` differentiates $\langle\psi',r\rangle$. The final simplification removes the terms that contain $\psi'(0)$.

`descent_stalls` is the induction above. In `energy_lowered`, `hasDerivAt_iff_tendsto_slope` turns the second derivative into the limit of $E'(c)/c$, `exists_hasDerivAt_eq_slope` is the mean value theorem, and `energy_neg` transfers the result to negative exponents.

## Where the guarantee ends

Symmetry is needed for the curvature formula and for the lowering. Take $H$ with rows $(0,-1)$ and $(0,0)$, and again $f=(1,1)$ and $h=(1,0)$. The formula gives $-1/2$, but

$$E(b)=-\frac{\cosh b}{1+\cosh^2b}$$

has $E''(0)=0$ and lies above $E(0)=-1/2$ for every $b\neq0$. A code that applies the formula to a matrix which isn't symmetric can therefore predict a lowering where the energy rises. The stationarity at $b=0$ doesn't depend on symmetry: $E$ is differentiable and even for every real matrix $H$, so $E'(0)=0$.

The model has a single exponent, with $f$, $h$ and the grid held fixed. The full Kołos–Wolniewicz expansion also contains terms with $\sinh(bh)$ in place of $\cosh(bh)$; if such terms are present with fixed nonzero coefficients, $E'(0)$ need not vanish. Linear coefficients or other exponents that are optimised together with $b$ are not part of it, and neither is the continuum limit. The number `δ` is shown to exist but no size is given, so a trial displacement still has to be tested by evaluating the energy. Nothing is stated about where a descent started at nonzero $b$ ends up, or about the effect of rounding.
